# The quantum metric of two orthogonal band groups is at most the sum of their metrics

Let $P$ and $Q$ be differentiable one-parameter families of finite Hermitian projector matrices with $PQ=0$, let a prime denote the derivative with respect to the parameter, and let $g[P]=\tfrac12\operatorname{tr}(P'^2)$ be the quantum metric. Then $g[P+Q]=g[P]+g[Q]-2\lVert PP'Q\rVert^2$ in Frobenius norm, so the combined metric never exceeds the sum, and it equals the total squared coupling of the two groups to the states outside both.

```lean
import Mathlib

open Matrix

namespace CompositeBandMetric

noncomputable section

variable {n : Type*} [Fintype n] {P Q : ℝ → Matrix n n ℂ}

/-- The entrywise derivative `P'(t)` of a matrix family, for families differentiable at `t`. -/
def velocity (P : ℝ → Matrix n n ℂ) (t : ℝ) : Matrix n n ℂ :=
  Matrix.of fun i j => deriv (fun s => P s i j) t

/-- A differentiable one-parameter family of Hermitian projectors, of any rank. -/
structure IsBandProjector (P : ℝ → Matrix n n ℂ) : Prop where
  herm : ∀ s, (P s)ᴴ = P s
  idem : ∀ s, P s * P s = P s
  diff : ∀ i j, Differentiable ℝ fun s => P s i j

/-- Half the real part of `tr(P'^2)`; for a differentiable family of Hermitian projectors this is
the quantum metric `g[P]` along the parameter. -/
def metric (P : ℝ → Matrix n n ℂ) (t : ℝ) : ℝ :=
  (trace (velocity P t * velocity P t)).re / 2

/-- The squared Frobenius norm of a matrix. -/
def frobSq (A : Matrix n n ℂ) : ℝ := ∑ i, ∑ j, ‖A i j‖ ^ 2

/-- Orthogonality of two families of Hermitian projectors is symmetric. -/
theorem orthogonal_symm (hP : IsBandProjector P) (hQ : IsBandProjector Q)
    (hPQ : ∀ s, P s * Q s = 0) (s : ℝ) : Q s * P s = 0 := by
  have h := congrArg Matrix.conjTranspose (hPQ s)
  rwa [Matrix.conjTranspose_mul, hP.herm, hQ.herm, Matrix.conjTranspose_zero] at h

/-- The product rule for differentiable matrix families. -/
theorem velocity_mul (hP : ∀ i j, Differentiable ℝ fun s => P s i j)
    (hQ : ∀ i j, Differentiable ℝ fun s => Q s i j) (t : ℝ) :
    velocity (fun s => P s * Q s) t = velocity P t * Q t + P t * velocity Q t := by
  ext i j
  have h : HasDerivAt (fun s => (P s * Q s) i j)
      (∑ k, (velocity P t i k * Q t k j + P t i k * velocity Q t k j)) t := by
    simp only [Matrix.mul_apply]
    exact HasDerivAt.fun_sum fun k _ =>
      ((hP i k) t).hasDerivAt.fun_mul ((hQ k j) t).hasDerivAt
  rw [Matrix.add_apply, Matrix.mul_apply, Matrix.mul_apply, ← Finset.sum_add_distrib]
  exact h.deriv

/-- The real part of the trace of `A Aᴴ` is the squared Frobenius norm of `A`. -/
theorem re_trace_mul_conjTranspose (A : Matrix n n ℂ) : (trace (A * Aᴴ)).re = frobSq A := by
  simp only [frobSq, Matrix.trace, Matrix.diag_apply, Matrix.mul_apply,
    Matrix.conjTranspose_apply, Complex.re_sum]
  refine Finset.sum_congr rfl fun i _ => Finset.sum_congr rfl fun j _ => ?_
  rw [Complex.star_def, Complex.mul_conj, Complex.ofReal_re, Complex.sq_norm]

/-- For two mutually orthogonal band groups, `Re tr(P' Q') = -2 ‖P P' Q‖²`. -/
theorem re_trace_velocity_mul (hP : IsBandProjector P) (hQ : IsBandProjector Q)
    (hPQ : ∀ s, P s * Q s = 0) (t : ℝ) :
    (trace (velocity P t * velocity Q t)).re = -2 * frobSq (P t * velocity P t * Q t) := by
  -- the velocity of a Hermitian family is Hermitian
  have ha : (velocity P t)ᴴ = velocity P t := by
    ext i j
    have h : HasDerivAt (fun s => star (P s j i)) (star (velocity P t j i)) t :=
      ((hP.diff j i) t).hasDerivAt.star
    have e : (fun s => star (P s j i)) = fun s => P s i j :=
      funext fun s => congrFun (congrFun (hP.herm s) i) j
    rw [e] at h
    exact h.deriv.symm
  -- differentiate P² = P, PQ = 0 and QP = 0
  have hA : velocity P t = velocity P t * P t + P t * velocity P t := by
    have h := velocity_mul hP.diff hP.diff t
    rwa [show (fun s => P s * P s) = P from funext hP.idem] at h
  have hz : ∀ A B : ℝ → Matrix n n ℂ, IsBandProjector A → IsBandProjector B →
      (∀ s, A s * B s = 0) → velocity A t * B t + A t * velocity B t = 0 := by
    intro A B hA hB h
    rw [← velocity_mul hA.diff hB.diff, show (fun s => A s * B s) = fun _ => 0 from funext h]
    ext i j
    exact deriv_const t _
  have hPb := eq_neg_of_add_eq_zero_right (hz P Q hP hQ hPQ)
  have hbP := eq_neg_of_add_eq_zero_left (hz Q P hQ hP (orthogonal_symm hP hQ hPQ))
  have haQ : P t * velocity P t * Q t = velocity P t * Q t := by
    have h := congrArg (· * Q t) hA
    simp only [add_mul, mul_assoc, hPQ, mul_zero, zero_add] at h
    rw [mul_assoc]
    exact h.symm
  have hX : velocity P t * Q t * (velocity P t * Q t)ᴴ = velocity P t * Q t * velocity P t := by
    rw [Matrix.conjTranspose_mul, hQ.herm, ha, ← mul_assoc,
      mul_assoc (velocity P t) (Q t) (Q t), hQ.idem]
  -- both halves of P' contribute equally to the trace
  have h1 : trace (velocity P t * (P t * velocity Q t))
      = -trace (velocity P t * Q t * velocity P t) := by
    rw [hPb, mul_neg, Matrix.trace_neg, Matrix.trace_mul_comm]
  have h2 : trace (P t * (velocity P t * velocity Q t))
      = -trace (velocity P t * Q t * velocity P t) := by
    rw [Matrix.trace_mul_comm, mul_assoc, hbP, mul_neg, Matrix.trace_neg, ← mul_assoc]
  have h := congrArg (· * velocity Q t) hA
  simp only [add_mul, mul_assoc] at h
  rw [h, Matrix.trace_add, h1, h2, haQ, ← re_trace_mul_conjTranspose, hX,
    Complex.add_re, Complex.neg_re]
  ring

/-- The metric of two mutually orthogonal band groups taken together is the sum of their
metrics minus `2 ‖P P' Q‖²`. -/
theorem metric_add (hP : IsBandProjector P) (hQ : IsBandProjector Q)
    (hPQ : ∀ s, P s * Q s = 0) (t : ℝ) :
    metric (fun s => P s + Q s) t
      = metric P t + metric Q t - 2 * frobSq (P t * velocity P t * Q t) := by
  have hv : velocity (fun s => P s + Q s) t = velocity P t + velocity Q t := by
    ext i j
    exact (((hP.diff i j) t).hasDerivAt.fun_add ((hQ.diff i j) t).hasDerivAt).deriv
  have hc := re_trace_velocity_mul hP hQ hPQ t
  simp only [metric, hv, add_mul, mul_add, Matrix.trace_add, Complex.add_re]
  rw [Matrix.trace_mul_comm (velocity Q t) (velocity P t), hc]
  ring

/-- The metric of two mutually orthogonal band groups taken together never exceeds the sum of
their metrics. -/
theorem metric_add_le (hP : IsBandProjector P) (hQ : IsBandProjector Q)
    (hPQ : ∀ s, P s * Q s = 0) (t : ℝ) :
    metric (fun s => P s + Q s) t ≤ metric P t + metric Q t := by
  have h : 0 ≤ frobSq (P t * velocity P t * Q t) :=
    Finset.sum_nonneg fun _ _ => Finset.sum_nonneg fun _ _ => sq_nonneg _
  rw [metric_add hP hQ hPQ]
  linarith

/-- Mutual couplings drop out: the metric of two mutually orthogonal band groups taken together
is the sum of their squared couplings to the remaining states `1 - P - Q`. -/
theorem metric_add_eq_outer [DecidableEq n] (hP : IsBandProjector P) (hQ : IsBandProjector Q)
    (hPQ : ∀ s, P s * Q s = 0) (t : ℝ) :
    metric (fun s => P s + Q s) t = frobSq (P t * velocity P t * (1 - P t - Q t))
      + frobSq (Q t * velocity Q t * (1 - P t - Q t)) := by
  have hQP := orthogonal_symm hP hQ hPQ
  -- the remaining states form a band group too
  have hR : IsBandProjector fun s => 1 - P s - Q s := by
    refine ⟨fun s => ?_, fun s => ?_, fun i j => ?_⟩
    · rw [Matrix.conjTranspose_sub, Matrix.conjTranspose_sub, Matrix.conjTranspose_one,
        hP.herm, hQ.herm]
    · linear_combination (norm := noncomm_ring) hP.idem s + hQ.idem s + hPQ s + hQP s
    · exact ((hP.diff i j).const_sub ((1 : Matrix n n ℂ) i j)).sub (hQ.diff i j)
  have hv : velocity (fun s => 1 - P s - Q s) t = -velocity P t - velocity Q t := by
    ext i j
    exact ((((hP.diff i j) t).hasDerivAt.const_sub ((1 : Matrix n n ℂ) i j)).fun_sub
      ((hQ.diff i j) t).hasDerivAt).deriv
  have e : ∀ A : Matrix n n ℂ, (trace (A * velocity (fun s => 1 - P s - Q s) t)).re
      = -(trace (A * velocity P t)).re - (trace (A * velocity Q t)).re := by
    intro A
    rw [hv, mul_sub, mul_neg, Matrix.trace_sub, Matrix.trace_neg, Complex.sub_re, Complex.neg_re]
  have h1 := re_trace_velocity_mul hP hR (fun s => by simp [mul_sub, hP.idem, hPQ]) t
  have h2 := re_trace_velocity_mul hQ hR (fun s => by simp [mul_sub, hQ.idem, hQP]) t
  rw [e] at h1
  rw [e, Matrix.trace_mul_comm (velocity Q t) (velocity P t)] at h2
  have h3 := re_trace_velocity_mul hP hQ hPQ t
  rw [metric_add hP hQ hPQ, metric, metric]
  linarith

/-- The projector onto the real two-level state `(cos s, sin s)`. -/
def rotor (s : ℝ) : Matrix (Fin 2) (Fin 2) ℂ :=
  !![(Real.cos s : ℂ) * Real.cos s, (Real.cos s : ℂ) * Real.sin s;
    (Real.sin s : ℂ) * Real.cos s, (Real.sin s : ℂ) * Real.sin s]

/-- The rotating two-level projector and its complement are mutually orthogonal families of
Hermitian projectors, and the rotating projector has metric 1. -/
theorem rotor_witness (t : ℝ) :
    IsBandProjector rotor ∧ IsBandProjector (fun s => 1 - rotor s) ∧
    (∀ s, rotor s * (1 - rotor s) = 0) ∧ metric rotor t = 1 := by
  have hcs : ∀ s : ℝ, (Real.sin s : ℂ) * Real.sin s + (Real.cos s : ℂ) * Real.cos s = 1 := by
    intro s
    have h : Real.sin s * Real.sin s + Real.cos s * Real.cos s = 1 := by
      nlinarith [Real.sin_sq_add_cos_sq s]
    exact_mod_cast congrArg Complex.ofReal h
  -- entrywise derivative of the rotating projector
  let D : ℂ → ℂ → Matrix (Fin 2) (Fin 2) ℂ := fun c s =>
    !![-s * c + c * -s, -s * s + c * c; c * c + s * -s, c * s + s * c]
  have hc : ∀ s : ℝ, HasDerivAt (fun u : ℝ => (Real.cos u : ℂ)) (-(Real.sin s : ℂ)) s :=
    fun s => by simpa using (Real.hasDerivAt_cos s).ofReal_comp
  have hs : ∀ s : ℝ, HasDerivAt (fun u : ℝ => (Real.sin u : ℂ)) (Real.cos s : ℂ) s :=
    fun s => (Real.hasDerivAt_sin s).ofReal_comp
  have hd : ∀ s i j, HasDerivAt (fun u => rotor u i j) (D (Real.cos s) (Real.sin s) i j) s := by
    intro s i j
    fin_cases i <;> fin_cases j
    · exact (hc s).fun_mul (hc s)
    · exact (hc s).fun_mul (hs s)
    · exact (hs s).fun_mul (hc s)
    · exact (hs s).fun_mul (hs s)
  have hD : ∀ c s : ℂ, s * s + c * c = 1 → trace (D c s * D c s) = 2 := by
    intro c s h
    simp only [D]
    rw [Matrix.mul_fin_two, Matrix.trace_fin_two_of]
    linear_combination (2 * (s * s + c * c + 1)) * h
  have hR : IsBandProjector rotor := by
    refine ⟨fun s => ?_, fun s => ?_, fun i j s => (hd s i j).differentiableAt⟩
    · ext i j
      fin_cases i <;> fin_cases j <;>
        simp [rotor, mul_comm, -Complex.ofReal_cos, -Complex.ofReal_sin]
    · have e : ∀ a b : ℂ, a * Real.cos s * (Real.cos s * b) + a * Real.sin s * (Real.sin s * b)
          = a * b := fun a b => by linear_combination (a * b) * hcs s
      simp only [rotor, Matrix.mul_fin_two, e]
  have hv : velocity rotor t = D (Real.cos t) (Real.sin t) := by
    ext i j
    exact (hd t i j).deriv
  refine ⟨hR, ⟨fun s => ?_, fun s => ?_, fun i j => ?_⟩, fun s => ?_, ?_⟩
  · rw [Matrix.conjTranspose_sub, Matrix.conjTranspose_one, hR.herm]
  · rw [mul_sub, mul_one, sub_mul, one_mul, hR.idem, sub_self, sub_zero]
  · exact (hR.diff i j).const_sub ((1 : Matrix (Fin 2) (Fin 2) ℂ) i j)
  · rw [mul_sub, mul_one, hR.idem, sub_self]
  · rw [metric, hv, hD _ _ (hcs t)]
    norm_num

end

end CompositeBandMetric
```

```lean
#print axioms CompositeBandMetric.metric_add_le
#print axioms CompositeBandMetric.metric_add_eq_outer
```

```
'CompositeBandMetric.metric_add_le' depends on axioms: [propext, Classical.choice, Quot.sound]
'CompositeBandMetric.metric_add_eq_outer' depends on axioms: [propext, Classical.choice, Quot.sound]
```

## Couplings inside and outside a band group

When two bands come close in an avoided crossing, their eigenstates change rapidly with crystal momentum and each band has a large quantum metric. Much of that change is mixing between the two bands, which leaves the space they span together unchanged. The metric of the pair should therefore record only mixing with other bands.

For a single normalised state $u$ with $P=|u\rangle\langle u|$, the definition gives the familiar $g[P]=\langle u'|(1-P)|u'\rangle$. If $Q=|v\rangle\langle v|$ is a second band, then $\lVert PP'Q\rVert^2=|\langle v|u'\rangle|^2$, the squared interband coupling.

In Lean, `IsBandProjector P` says that $P(s)$ is Hermitian and idempotent for every real $s$, with differentiable entries. The rank is arbitrary, so $P$ may describe one band or a whole group, and no Hamiltonian appears. The name `velocity` means the matrix $P'$, not the group velocity of an electron. `metric` is half the real part of $\operatorname{tr}(P'^2)$: one diagonal component of the metric tensor, along the chosen parameter. `frobSq` is the squared Frobenius norm, the sum of $|A_{ij}|^2$. The hypothesis `hPQ` demands $P(s)Q(s)=0$ at every $s$, because this relation has to be differentiated.

Three theorems carry the result:

- `metric_add` is the identity with the term $-2\lVert PP'Q\rVert^2$.
- `metric_add_le` is the inequality $g[P+Q]\le g[P]+g[Q]$.
- `metric_add_eq_outer` says that, with $R=1-P-Q$ the projector onto the remaining states,
$$g[P+Q]=\lVert PP'R\rVert^2+\lVert QQ'R\rVert^2 .$$

The coupling between $P$ and $Q$ is absent from the last formula. Equality in the inequality holds exactly when $PP'Q=0$, and adding groups one at a time extends the inequality to any finite number of mutually orthogonal groups, provided that each has a differentiable projector; these consequences are left for the reader to draw from the theorems.

In electronic structure, the Brillouin-zone average of the traced metric of a band group gives the gauge-invariant part of its Wannier spread; the theorems concern one direction of that integrand, in a finite basis. Left to the user are the sum over directions, the average over the Brillouin zone, and the passage from the infinite-dimensional space of cell-periodic Bloch functions to matrices in a fixed, finite orthonormal basis.

## Differentiating the projector relations

Write $a=P'$ and $b=Q'$ at a fixed parameter value. Both are Hermitian, since $P$ and $Q$ are. The adjoint of $PQ=0$ is $QP=0$. Differentiating $P^2=P$, $PQ=0$ and $QP=0$ gives
$$a=aP+Pa,\qquad Pb=-aQ,\qquad bP=-Qa .$$

Multiply the first relation by $b$ on the right and take the trace:
$$\operatorname{tr}(ab)=\operatorname{tr}(aPb)+\operatorname{tr}(Pab).$$
By the second relation and cyclicity, $\operatorname{tr}(aPb)=-\operatorname{tr}(aaQ)=-\operatorname{tr}(aQa)$. By cyclicity and the third, $\operatorname{tr}(Pab)=\operatorname{tr}(abP)=-\operatorname{tr}(aQa)$. Hence $\operatorname{tr}(ab)=-2\operatorname{tr}(aQa)$.

To recognise the norm, multiply $a=aP+Pa$ by $Q$ on the right. Since $PQ=0$, this leaves $aQ=PaQ$. Therefore
$$\lVert PaQ\rVert^2=\operatorname{tr}\big(aQ(aQ)^\dagger\big)=\operatorname{tr}(aQQa)=\operatorname{tr}(aQa),$$
and so
$$\operatorname{tr}(P'Q')=-2\lVert PP'Q\rVert^2 .$$

Expanding the square now gives the identity:
$$g[P+Q]=\tfrac12\operatorname{tr}(a+b)^2=g[P]+g[Q]+\operatorname{tr}(ab).$$
The last term is never positive, which is the inequality.

For the outer couplings, note that $R$ is a Hermitian projector orthogonal to $P$ and $Q$, with $R'=-a-b$. Applying the trace identity to the pairs $(P,R)$ and $(Q,R)$ gives
$$\lVert PP'R\rVert^2=g[P]+\tfrac12\operatorname{tr}(ab),\qquad \lVert QQ'R\rVert^2=g[Q]+\tfrac12\operatorname{tr}(ab).$$
Their sum is $g[P+Q]$.

## From the trace identity to the Lean theorems

`orthogonal_symm` takes the adjoint of $PQ=0$. `velocity_mul` proves the product rule entry by entry, by differentiating the finite sum in a matrix product. `re_trace_mul_conjTranspose` identifies the real part of $\operatorname{tr}(AA^\dagger)$ with `frobSq A`; this trace and $\operatorname{tr}(P'Q')$ are real, so the Lean statements lose nothing by taking real parts.

The central lemma is `re_trace_velocity_mul`. Inside it, `ha` is the Hermiticity of $a$, and `hA`, `hPb` and `hbP` are the three differentiated relations. `haQ` is $PaQ=aQ$, and `hX` reduces $aQ(aQ)^\dagger$ to $aQa$. The steps `h1` and `h2` evaluate the two traces, and `ring` adds them.

`metric_add` differentiates the sum, expands the square and inserts this lemma. `metric_add_le` adds that a sum of squares is nonnegative. In `metric_add_eq_outer`, `hR` shows that $R$ is a band projector; its idempotence follows from those of $P$ and $Q$ and the two orthogonality relations. The trace lemma is then used for all three pairs, and `linarith` combines the resulting linear equations.

`rotor_witness` supplies a concrete case: the projector onto the real state $(\cos s,\sin s)$ and its complement satisfy all the hypotheses, and the first has metric 1. The proof differentiates the four entries into a matrix `D` and finds $\operatorname{tr}(D^2)=2$. The parameter here is the full angle in state space; with $(\cos\tfrac s2,\sin\tfrac s2)$ the metric would be $\tfrac14$. The complement has the opposite derivative and hence also metric 1, while the two projectors add up to the constant identity, whose metric is 0. The identity reads $0=1+1-2$: all the motion of each state is mixing with the other.
